# The Coulomb potential as a radial integral of ball-overlap volumes

Let $d>0$ be the distance between two points in three-dimensional space, and let $r>0$ be the common radius of two balls centred on them. Their overlap volume is

$$v(d,r)=\frac{\pi}{12}(4r+d)(2r-d)^2\quad (r\ge d/2),\qquad v(d,r)=0\quad (r<d/2).$$

This closed form is taken as the definition. Charges are real numbers in units where two charges $q_i,q_j$ at distance $d$ have energy $q_iq_j/d$. The claim is that $v(d,r)/r^5$ is integrable over $r>0$ and that

$$\frac1\pi\int_0^\infty \frac{v(d,r)}{r^5}\,dr=\frac1d .$$

This is the radial form of the Fefferman-de la Llave decomposition. The geometric form has, in place of $v$, an integral over the centres of all balls of radius $r$ containing both points; evaluating that integral is the step replaced here by the definition of $v$.

## Integrating over the radii

For $r\ge d/2$, expanding the product gives $(4r+d)(2r-d)^2=16r^3-12dr^2+d^3$, hence

$$\frac{v(d,r)}{\pi r^5}=\frac{4}{3r^2}-\frac{d}{r^3}+\frac{d^3}{12r^5}.$$

Integrating from a radius $R\ge d/2$ to infinity gives the contribution of the large balls,

$$T(d,R)=\frac{4}{3R}-\frac{d}{2R^2}+\frac{d^3}{48R^4}.$$

At $R=d/2$ the three terms are $\frac{8}{3d}-\frac{2}{d}+\frac{1}{3d}=\frac1d$. Smaller radii contribute nothing, which proves the claim.

If only radii up to $R$ are kept, the error is $T(d,R)$ when $R\ge d/2$. It is nonnegative, being the integral of a nonnegative function. Since $d^2\le 4R^2\le 24R^2$, the last term of $T$ is at most $d/(2R^2)$, so $T\le 4/(3R)$. When $R\le d/2$ the whole potential is lost, and $1/d\le 1/(2R)\le 4/(3R)$. The bound therefore holds for every $d>0$ and $R>0$.

For finitely many fixed point charges at distinct positions, multiplying by $q_iq_j$ and summing over pairs writes the Coulomb energy as a superposition of pair interactions that vanish beyond distance $2r$.

## Definitions in Lean

```lean
import Mathlib

open MeasureTheory Filter Topology
open scoped Real

namespace FeffermanDeLaLlave

noncomputable section
```

`overlapVolume d r` is $v(d,r)$.

```lean
/-- The closed-form overlap volume of two balls of radius `r` whose centres are a distance `d`
apart, set to zero when `r < d / 2`. -/
def overlapVolume (d r : ℝ) : ℝ :=
  if d / 2 ≤ r then π / 12 * (4 * r + d) * (2 * r - d) ^ 2 else 0
```

`longRangeTail d R` is $T(d,R)$. The formula is defined for all real arguments, but it represents the large-ball contribution only for $R\ge d/2$.

```lean
/-- An elementary function of the distance `d` and the cutoff radius `R`, used for the
contribution of large balls. -/
def longRangeTail (d R : ℝ) : ℝ :=
  4 / (3 * R) - d / (2 * R ^ 2) + d ^ 3 / (48 * R ^ 4)
```

In the energy, `Fin N` labels the charges and `Finset.Ioi i` selects the indices $j>i$, so each pair is counted once and there is no self-energy. Positions lie in Euclidean three-space. The sum is the Coulomb energy only when the positions are distinct: Lean sets division by zero to zero, so a coincident pair would contribute nothing.

```lean
/-- The Coulomb energy of point charges `q i` at positions `x i`, each pair counted once. -/
def coulombEnergy {N : ℕ} (q : Fin N → ℝ) (x : Fin N → EuclideanSpace ℝ (Fin 3)) : ℝ :=
  ∑ i, ∑ j ∈ Finset.Ioi i, q i * q j / dist (x i) (x j)
```

## From the derivative to the tail

Three auxiliary lemmas rewrite the tail in powers of $1/R$, show that the overlap vanishes for $r\le d/2$, endpoint included, and establish that the integrand is nonnegative.

```lean
private lemma longRangeTail_eq (d : ℝ) : longRangeTail d =
    fun y => 4 / 3 * y⁻¹ - d / 2 * (y⁻¹) ^ 2 + d ^ 3 / 48 * (y⁻¹) ^ 4 := by
  funext y
  unfold longRangeTail
  ring

private lemma overlapVolume_eq_zero {d r : ℝ} (h : r ≤ d / 2) : overlapVolume d r = 0 := by
  unfold overlapVolume
  split_ifs with h'
  · have e : r = d / 2 := le_antisymm h h'
    rw [e]
    ring
  · rfl

private lemma integrand_nonneg {d r : ℝ} (hd : 0 < d) (hr : 0 < r) :
    0 ≤ overlapVolume d r / r ^ 5 := by
  have h : 0 ≤ overlapVolume d r := by
    unfold overlapVolume
    split_ifs
    · positivity
    · exact le_rfl
  positivity
```

The next theorem states $\partial_r T(d,r)=-v(d,r)/(\pi r^5)$ for $r\ge d/2$. It differentiates the powers of $1/r$ one by one; `field_simp` and `ring` then carry out the expansion made above.

```lean
/-- For radii at least half the distance, the radial derivative of the tail is minus the
overlap volume divided by `π r ^ 5`. -/
theorem hasDerivAt_longRangeTail {d r : ℝ} (hd : 0 < d) (hr : d / 2 ≤ r) :
    HasDerivAt (longRangeTail d) (-(overlapVolume d r / r ^ 5) / π) r := by
  have hr0 : r ≠ 0 := by linarith
  have hpi := Real.pi_ne_zero
  have h1 : HasDerivAt (fun y : ℝ => y⁻¹) (-(r ^ 2)⁻¹) r := hasDerivAt_inv hr0
  have h := ((h1.const_mul (4 / 3)).fun_sub ((h1.fun_pow 2).const_mul (d / 2))).fun_add
    ((h1.fun_pow 4).const_mul (d ^ 3 / 48))
  rw [longRangeTail_eq]
  refine h.congr_deriv ?_
  rw [overlapVolume, if_pos hr]
  simp only [Nat.reduceSub, Nat.cast_ofNat]
  field_simp
  ring
```

The antiderivative of $v/r^5$ is thus $-\pi T$. It tends to zero at infinity (`hlim`), and the integrand is nonnegative (`hpos`), so the fundamental theorem of calculus on a half-line supplies both integrability and the value of the integral.

```lean
/-- Balls of radius larger than `R`, with `R` at least half the distance, have an integrable
weighted overlap volume, and they contribute exactly the tail. -/
theorem integral_large_balls {d R : ℝ} (hd : 0 < d) (hR : d / 2 ≤ R) :
    IntegrableOn (fun r => overlapVolume d r / r ^ 5) (Set.Ioi R) ∧
      (1 / π) * (∫ r in Set.Ioi R, overlapVolume d r / r ^ 5) = longRangeTail d R := by
  have hc := one_div_mul_cancel Real.pi_ne_zero
  have hder : ∀ r ∈ Set.Ici R, HasDerivAt (fun s => -π * longRangeTail d s)
      (overlapVolume d r / r ^ 5) r := fun r hr =>
    ((hasDerivAt_longRangeTail hd (hR.trans hr)).const_mul (-π)).congr_deriv (by
      linear_combination (overlapVolume d r / r ^ 5) * hc)
  have hpos : ∀ r ∈ Set.Ioi R, 0 ≤ overlapVolume d r / r ^ 5 := fun r hr =>
    integrand_nonneg hd (by have : R < r := hr; linarith)
  -- the antiderivative vanishes for infinitely large balls
  have hlim : Tendsto (fun s => -π * longRangeTail d s) atTop (𝓝 0) := by
    have h0 : Tendsto (fun y : ℝ => y⁻¹) atTop (𝓝 0) := tendsto_inv_atTop_zero
    have h := (((h0.const_mul (4 / 3)).sub ((h0.pow 2).const_mul (d / 2))).add
      ((h0.pow 4).const_mul (d ^ 3 / 48))).const_mul (-π)
    rw [longRangeTail_eq]
    convert h using 2
    norm_num
  refine ⟨integrableOn_Ioi_deriv_of_nonneg' hder hpos hlim, ?_⟩
  have h : (∫ r in Set.Ioi R, overlapVolume d r / r ^ 5) = 0 - -π * longRangeTail d R :=
    integral_Ioi_of_hasDerivAt_of_nonneg' hder hpos hlim
  rw [h]
  linear_combination longRangeTail d R * hc
```

## The decomposition and its cutoff error

Setting $R=d/2$ and extending the integral by zero to all positive radii gives the main theorem. `Set.Ioi 0` is the half-line $r>0$, and `IntegrableOn` is the integrability claim. At $d=0$ the integrand would be $4\pi/(3r^2)$, which is not integrable near zero.

```lean
/-- **Fefferman-de la Llave decomposition**, radial form: the overlap volume weighted by
`r ^ (-5)` is integrable over all radii, and its integral divided by `π` is `1 / d`. -/
theorem fefferman_de_la_llave {d : ℝ} (hd : 0 < d) :
    IntegrableOn (fun r => overlapVolume d r / r ^ 5) (Set.Ioi 0) ∧
      (1 / π) * (∫ r in Set.Ioi (0 : ℝ), overlapVolume d r / r ^ 5) = 1 / d := by
  obtain ⟨hi, hv⟩ := integral_large_balls hd (le_refl (d / 2))
  have hsub : Set.Ioi (d / 2) ⊆ Set.Ioi (0 : ℝ) := Set.Ioi_subset_Ioi (by positivity)
  -- balls with radius at most d / 2 do not overlap
  have hz : ∀ r ∈ Set.Ioi (0 : ℝ) \ Set.Ioi (d / 2), overlapVolume d r / r ^ 5 = 0 := by
    intro r hr
    rw [overlapVolume_eq_zero (not_lt.mp hr.2), zero_div]
  refine ⟨hi.of_forall_sdiff_eq_zero measurableSet_Ioi hz, ?_⟩
  rw [MeasureTheory.setIntegral_eq_of_subset_of_forall_sdiff_eq_zero measurableSet_Ioi hsub hz, hv]
  unfold longRangeTail
  field_simp
  ring
```

For a cutoff $R\ge d/2$, the half-line splits into the disjoint sets $(0,R]$ and $(R,\infty)$, and subtracting the tail leaves the retained part.

```lean
/-- Keeping only balls of radius at most `R`, with `R` at least half the distance, gives
`1 / d` minus the tail. -/
theorem integral_with_cutoff {d R : ℝ} (hd : 0 < d) (hR : d / 2 ≤ R) :
    (1 / π) * (∫ r in Set.Ioc 0 R, overlapVolume d r / r ^ 5) =
      1 / d - longRangeTail d R := by
  obtain ⟨hi, hv⟩ := fefferman_de_la_llave hd
  obtain ⟨hi', hv'⟩ := integral_large_balls hd hR
  have hdis : Disjoint (Set.Ioc 0 R) (Set.Ioi R) :=
    Set.disjoint_left.2 fun r hr hr' => not_lt_of_ge hr.2 hr'
  have hu := setIntegral_union hdis measurableSet_Ioi
    (hi.mono_set Set.Ioc_subset_Ioi_self) hi'
  rw [Set.Ioc_union_Ioi_eq_Ioi (by linarith : (0 : ℝ) ≤ R)] at hu
  rw [hu] at hv
  linear_combination hv - hv'
```

The error bound follows the two cases treated by hand, separated by `le_total`. It applies to a single pair with unit charges.

```lean
/-- Discarding all balls of radius larger than `R` lowers the Coulomb potential `1 / d` by at
most `4 / (3 R)`, whatever the distance `d`. -/
theorem cutoff_error_bound {d R : ℝ} (hd : 0 < d) (hR : 0 < R) :
    0 ≤ 1 / d - (1 / π) * (∫ r in Set.Ioc 0 R, overlapVolume d r / r ^ 5) ∧
      1 / d - (1 / π) * (∫ r in Set.Ioc 0 R, overlapVolume d r / r ^ 5) ≤ 4 / (3 * R) := by
  rcases le_total (d / 2) R with h | h
  · rw [integral_with_cutoff hd h, sub_sub_cancel]
    constructor
    · rw [← (integral_large_balls hd h).2]
      exact mul_nonneg (by positivity) (setIntegral_nonneg measurableSet_Ioi fun r hr =>
        integrand_nonneg hd (hR.trans hr))
    · have hsq : d ^ 2 ≤ 24 * R ^ 2 := by nlinarith
      have hle : d ^ 3 / (48 * R ^ 4) ≤ d / (2 * R ^ 2) := by
        rw [div_le_div_iff₀ (by positivity) (by positivity)]
        have hp : 0 ≤ d * R ^ 2 := by positivity
        nlinarith [mul_nonneg hp (sub_nonneg.2 hsq)]
      unfold longRangeTail
      linarith
  · -- no retained ball is large enough to produce an overlap
    have hz : (∫ r in Set.Ioc 0 R, overlapVolume d r / r ^ 5) = 0 :=
      setIntegral_eq_zero_of_forall_eq_zero fun r hr => by
        rw [overlapVolume_eq_zero (hr.2.trans h), zero_div]
    rw [hz, mul_zero, sub_zero]
    refine ⟨by positivity, ?_⟩
    rw [div_le_div_iff₀ hd (by positivity)]
    linarith
```

## Finitely many point charges

The hypothesis `Function.Injective x` says that no two charges share a position, which makes every pair distance positive. The charges may have either sign, and for $N=0$ or $N=1$ both sides are zero. The proof exchanges the finite sums with the integral, using integrability of each pair term, and applies the main theorem to each pair. The same $1/d$ is the electron repulsion of electronic-structure theory, but the theorem concerns classical charges at fixed points, not wavefunctions or continuous densities.

```lean
/-- For point charges of any sign at distinct positions, the charge-weighted sum of pair
overlap volumes is integrable with weight `r ^ (-5)`, and its integral divided by `π` is the
Coulomb energy. -/
theorem coulombEnergy_decomposition {N : ℕ} (q : Fin N → ℝ)
    (x : Fin N → EuclideanSpace ℝ (Fin 3)) (hx : Function.Injective x) :
    IntegrableOn (fun r => ∑ i, ∑ j ∈ Finset.Ioi i,
        q i * q j * (overlapVolume (dist (x i) (x j)) r / r ^ 5)) (Set.Ioi 0) ∧
      (1 / π) * (∫ r in Set.Ioi (0 : ℝ), ∑ i, ∑ j ∈ Finset.Ioi i,
        q i * q j * (overlapVolume (dist (x i) (x j)) r / r ^ 5)) = coulombEnergy q x := by
  have hd : ∀ i, ∀ j ∈ Finset.Ioi i, 0 < dist (x i) (x j) := fun i j hj =>
    dist_pos.2 (hx.ne (ne_of_lt (Finset.mem_Ioi.1 hj)))
  have hint : ∀ i, ∀ j ∈ Finset.Ioi i, Integrable
      (fun r => q i * q j * (overlapVolume (dist (x i) (x j)) r / r ^ 5))
      (volume.restrict (Set.Ioi 0)) := fun i j hj =>
    Integrable.const_mul (fefferman_de_la_llave (hd i j hj)).1 _
  refine ⟨MeasureTheory.integrable_finsetSum _ fun i _ => MeasureTheory.integrable_finsetSum _ (hint i), ?_⟩
  -- apply the decomposition to each pair of charges
  rw [MeasureTheory.integral_finsetSum _ (fun i _ => MeasureTheory.integrable_finsetSum _ (hint i)), Finset.mul_sum]
  unfold coulombEnergy
  refine Finset.sum_congr rfl fun i _ => ?_
  rw [MeasureTheory.integral_finsetSum _ (hint i), Finset.mul_sum]
  refine Finset.sum_congr rfl fun j hj => ?_
  rw [integral_const_mul]
  linear_combination q i * q j * (fefferman_de_la_llave (hd i j hj)).2

end

end FeffermanDeLaLlave
```

```lean
#print axioms FeffermanDeLaLlave.cutoff_error_bound
#print axioms FeffermanDeLaLlave.coulombEnergy_decomposition
```

```
'FeffermanDeLaLlave.cutoff_error_bound' depends on axioms: [propext, Classical.choice, Quot.sound]
'FeffermanDeLaLlave.coulombEnergy_decomposition' depends on axioms: [propext, Classical.choice, Quot.sound]
```
